# Exponential decay of the Green function under an enlarged disc condition

## Distance counted in hops

To say how fast the response to a source at one site of a tight-binding system dies out at other sites, one must choose a distance. Here it is d(i,j), the smallest number of hops between sites i and j on a finite connected graph.

Each site carries one orbital, and the orbitals are orthonormal. The Hamiltonian H is a complex matrix, not necessarily Hermitian, with H_ik = 0 for distinct nonadjacent sites. At complex energy z, the response x to a source y solves (z − H)x = y. Write G_ij for the entries of (z − H)⁻¹ and

R_i = Σ_{k≠i} |H_ik|

for the Gershgorin radius, the total hopping strength into site i.

## The bound and its Lean form

Let 0 < q < 1 and δ > 0, and suppose that at every site

|z − H_ii| ≥ δ + R_i/q.

Then z − H is invertible and

|G_ij| ≤ q^d(i,j)/δ.

The condition says that z is detuned from each on-site energy by more than the hopping can compensate. The number q is the factor per hop in the bound (the true decay may be faster), and δ is the energy margin left over.

In `green_decay`, the sites form a finite type `V`, and `IsHopping G H` says that H couples only neighbours. The letter `G` there is the graph, with distance `G.dist i j`; the Green function is `green H z`, and R_i is `discRadius H i`. `IsUnit` states invertibility, so `green H z` is a true inverse.

The bound does not depend on the number of sites, but the system is finite and non-interacting. Replacing a real material by such a matrix, with its longer-range hopping cut off, is a separate approximation.

## Derivation from the largest weighted amplitude

Take weights w_i > 0 with

δ w_i + Σ_{k≠i} |H_ik| w_k ≤ |z − H_ii| w_i,

and a source with |y_i| ≤ C w_i. Let m be the site where |x_i|/w_i is largest, and M that largest value. Row m reads

(z − H_mm) x_m = y_m + Σ_{k≠m} H_mk x_k.

Since |x_k| ≤ M w_k, with equality at m,

|z − H_mm| M w_m ≤ C w_m + M Σ_{k≠m} |H_mk| w_k.

Subtracting M times the weight condition at m leaves Mδ w_m ≤ C w_m. Hence |x_i| ≤ (C/δ) w_i for all i.

Now fix j and set w_i = q^d(i,j). For a neighbour k of i, d(i,j) ≤ 1 + d(k,j), so w_k ≤ w_i/q. Therefore

Σ_{k≠i} |H_ik| w_k ≤ (R_i/q) w_i,

and the disc condition gives the weight condition.

A zero source has C = 0 and forces x = 0, so z − H is invertible. A unit source at j has C = 1, and its response is column j of the Green function. This is the bound.

## Uniform hopping, perturbations and sharpness

With at most D neighbours per site and hopping of modulus at most t, R_i ≤ Dt, so |z − H_ii| ≥ δ + Dt/q suffices.

Let an on-site potential v be added, with the disc condition holding before and after for the same q and δ. If G′ is the new Green function, then

G′_ij − G_ij = Σ_k G′_ik v_k G_kj,

|G′_ij − G_ij| ≤ Σ_k |v_k| q^(d(i,k)+d(k,j))/δ².

For sharpness at distance one, take sites 0 and 1 with H_10 = h > 0, H_01 = 0, H_00 = 0 and H_11 = −h/q. At z = δ the disc condition is an equality at both sites, and

G_10 = h/(δ(δ + h/q)) = (q/δ) · h/(h + qδ),

which tends to q/δ as h → ∞. This H has one-way hopping and is not Hermitian, so it is not the Hamiltonian of a closed system, and the example does not show that the bound is sharp for Hermitian H.

## A chain with numbers

Consider a finite chain with on-site energies 0, hopping 1 eV and z = 5 eV. With D = 2 and q = 1/2, Dt/q = 4 eV, leaving δ = 1 eV. Thus |G_ij| ≤ 2^(−d(i,j)) eV⁻¹. In a calculation of one column of the Green function, every entry ten or more hops from the source is below 0.001 eV⁻¹, which is known before the linear system is solved. Energies inside the band are out of reach: all levels of this chain lie between −2 and 2 eV, and there the condition |z| ≥ δ + 2/q, in eV, fails for every q < 1.

## The Lean file

```lean
import Mathlib

open Finset Matrix Filter Topology

namespace WeightedDiscDecay

noncomputable section

variable {V : Type*} [Fintype V] [DecidableEq V]

/-- The Gershgorin radius of site `i`: the sum of the moduli of the off-diagonal
entries in row `i`. -/
def discRadius (H : Matrix V V ℂ) (i : V) : ℝ := ∑ k ∈ univ.erase i, ‖H i k‖

/-- The Green function `(z - H)⁻¹`, meaningful where `z - H` is invertible. -/
def green (H : Matrix V V ℂ) (z : ℂ) : Matrix V V ℂ := (z • (1 : Matrix V V ℂ) - H)⁻¹

/-- `H` couples only neighbouring sites of the graph `G`; on-site terms are free. -/
def IsHopping (G : SimpleGraph V) (H : Matrix V V ℂ) : Prop :=
  ∀ i k, i ≠ k → ¬ G.Adj i k → H i k = 0

/-- If positive weights `w` satisfy the weighted disc condition with gap `δ > 0`, then a
source `(z - H) x` bounded by `C w` has a response `x` bounded by `(C / δ) w`. -/
theorem weighted_bound {H : Matrix V V ℂ} {z : ℂ} {δ C : ℝ} {w : V → ℝ} {x : V → ℂ}
    (hδ : 0 < δ) (hw : ∀ i, 0 < w i)
    (hdisc : ∀ i, δ * w i + ∑ k ∈ univ.erase i, ‖H i k‖ * w k ≤ ‖z - H i i‖ * w i)
    (hy : ∀ i, ‖((z • (1 : Matrix V V ℂ) - H) *ᵥ x) i‖ ≤ C * w i) (i : V) :
    ‖x i‖ ≤ C / δ * w i := by
  have : Nonempty V := ⟨i⟩
  -- the site where the weighted amplitude is largest
  obtain ⟨m, hm⟩ := Finite.exists_max (fun k => ‖x k‖ / w k)
  obtain ⟨M, hMdef⟩ : ∃ M, M = ‖x m‖ / w m := ⟨_, rfl⟩
  have hM : 0 ≤ M := by
    rw [hMdef]
    exact div_nonneg (norm_nonneg _) (hw m).le
  have hx : ∀ k, ‖x k‖ ≤ M * w k := fun k => by
    rw [hMdef]
    exact (div_le_iff₀ (hw k)).1 (hm k)
  have hxm : ‖x m‖ = M * w m := by
    rw [hMdef]
    exact (div_mul_cancel₀ _ (hw m).ne').symm
  -- the equation at that site
  have hs : (H *ᵥ x) m = H m m * x m + ∑ k ∈ univ.erase m, H m k * x k :=
    (Finset.add_sum_erase univ (fun k => H m k * x k) (mem_univ m)).symm
  have row : (z - H m m) * x m =
      ((z • (1 : Matrix V V ℂ) - H) *ᵥ x) m + ∑ k ∈ univ.erase m, H m k * x k := by
    simp only [Matrix.sub_mulVec, Matrix.smul_mulVec, Matrix.one_mulVec, Pi.sub_apply,
      Pi.smul_apply, smul_eq_mul, hs]
    ring
  have h1 : ‖z - H m m‖ * ‖x m‖ ≤ C * w m + ∑ k ∈ univ.erase m, ‖H m k‖ * (M * w k) := by
    rw [← norm_mul, row]
    refine (norm_add_le _ _).trans (add_le_add (hy m) ((norm_sum_le _ _).trans ?_))
    refine Finset.sum_le_sum fun k _ => ?_
    rw [norm_mul]
    exact mul_le_mul_of_nonneg_left (hx k) (norm_nonneg _)
  have h2 : ∑ k ∈ univ.erase m, ‖H m k‖ * (M * w k)
      = M * ∑ k ∈ univ.erase m, ‖H m k‖ * w k := by
    rw [Finset.mul_sum]
    exact Finset.sum_congr rfl fun k _ => by ring
  have h3 := mul_le_mul_of_nonneg_left (hdisc m) hM
  rw [h2, hxm] at h1
  have h4 : M * δ * w m ≤ C * w m := by linarith
  have h5 : M ≤ C / δ := (le_div_iff₀ hδ).2 (le_of_mul_le_mul_right h4 (hw m))
  exact (hx i).trans (mul_le_mul_of_nonneg_right h5 (hw i).le)

/-- For nearest-neighbour hopping on a connected graph and `0 < q < 1`, if
`|z - H_ii| ≥ δ + R_i / q` at every site, then the weighted disc condition holds for the weight
`q ^ dist(i, j)`. -/
theorem weighted_disc {G : SimpleGraph V} {H : Matrix V V ℂ} {z : ℂ} {q δ : ℝ}
    (hG : G.Connected) (hH : IsHopping G H) (hq0 : 0 < q) (hq1 : q < 1)
    (hz : ∀ i, δ + discRadius H i / q ≤ ‖z - H i i‖) (j i : V) :
    δ * q ^ G.dist i j + ∑ k ∈ univ.erase i, ‖H i k‖ * q ^ G.dist k j
      ≤ ‖z - H i i‖ * q ^ G.dist i j := by
  have hsum : ∑ k ∈ univ.erase i, ‖H i k‖ * q ^ G.dist k j
      ≤ discRadius H i * (q ^ G.dist i j / q) := by
    rw [discRadius, Finset.sum_mul]
    refine Finset.sum_le_sum fun k hk => ?_
    by_cases ha : G.Adj i k
    · -- one hop changes the distance to `j` by at most one
      have ht := hG.dist_triangle (u := i) (v := k) (w := j)
      rw [SimpleGraph.dist_eq_one_iff_adj.2 ha] at ht
      refine mul_le_mul_of_nonneg_left ?_ (norm_nonneg _)
      rw [le_div_iff₀ hq0, ← pow_succ]
      exact pow_le_pow_of_le_one hq0.le hq1.le (by omega)
    · rw [hH i k (Finset.ne_of_mem_erase hk).symm ha, norm_zero, zero_mul, zero_mul]
  have h := mul_le_mul_of_nonneg_right (hz i) (pow_nonneg hq0.le (G.dist i j))
  have e : (δ + discRadius H i / q) * q ^ G.dist i j
      = δ * q ^ G.dist i j + discRadius H i * (q ^ G.dist i j / q) := by ring
  linarith

/-- For nearest-neighbour hopping on a connected graph, under the enlarged disc condition with
`0 < q < 1` and `δ > 0`, a source bounded by `C q ^ dist(i, j)` has a response bounded by
`(C / δ) q ^ dist(i, j)`. -/
theorem localized_response {G : SimpleGraph V} {H : Matrix V V ℂ} {z : ℂ} {q δ C : ℝ}
    (hG : G.Connected) (hH : IsHopping G H) (hq0 : 0 < q) (hq1 : q < 1) (hδ : 0 < δ)
    (hz : ∀ i, δ + discRadius H i / q ≤ ‖z - H i i‖) {x : V → ℂ} (j : V)
    (hy : ∀ i, ‖((z • (1 : Matrix V V ℂ) - H) *ᵥ x) i‖ ≤ C * q ^ G.dist i j) (i : V) :
    ‖x i‖ ≤ C / δ * q ^ G.dist i j :=
  weighted_bound (w := fun k => q ^ G.dist k j) hδ (fun _ => pow_pos hq0 _)
    (weighted_disc hG hH hq0 hq1 hz j) hy i

/-- Exponential decay of the Green function: for nearest-neighbour hopping on a finite
connected graph, `0 < q < 1`, `δ > 0` and `|z - H_ii| ≥ δ + R_i / q` at every site, `z - H`
is invertible and `|G_ij| ≤ q ^ dist(i, j) / δ`. -/
theorem green_decay {G : SimpleGraph V} {H : Matrix V V ℂ} {z : ℂ} {q δ : ℝ}
    (hG : G.Connected) (hH : IsHopping G H) (hq0 : 0 < q) (hq1 : q < 1) (hδ : 0 < δ)
    (hz : ∀ i, δ + discRadius H i / q ≤ ‖z - H i i‖) :
    IsUnit (z • (1 : Matrix V V ℂ) - H) ∧
      ∀ i j, ‖green H z i j‖ ≤ q ^ G.dist i j / δ := by
  -- a vanishing source has a vanishing response
  have hu : IsUnit (z • (1 : Matrix V V ℂ) - H) := by
    rw [← Matrix.mulVec_injective_iff_isUnit]
    intro x y hxy
    have hxy' : (z • (1 : Matrix V V ℂ) - H) *ᵥ x = (z • (1 : Matrix V V ℂ) - H) *ᵥ y := hxy
    funext i
    have h := localized_response (C := 0) (x := x - y) hG hH hq0 hq1 hδ hz i
      (fun k => by rw [Matrix.mulVec_sub, hxy', sub_self, Pi.zero_apply, norm_zero, zero_mul]) i
    rw [zero_div, zero_mul] at h
    exact sub_eq_zero.1 (norm_le_zero_iff.1 h)
  refine ⟨hu, fun i j => ?_⟩
  -- column `j` of the Green function is the response to a unit source at `j`
  have hAG : (z • (1 : Matrix V V ℂ) - H) * green H z = 1 :=
    Matrix.mul_nonsing_inv _ ((Matrix.isUnit_iff_isUnit_det _).1 hu)
  have e : ∀ k, ((z • (1 : Matrix V V ℂ) - H) *ᵥ fun l => green H z l j) k
      = (1 : Matrix V V ℂ) k j := fun k => congrFun (congrFun hAG k) j
  have h := localized_response (C := 1) (x := fun l => green H z l j) hG hH hq0 hq1 hδ hz j
    (fun k => by
      rw [e k]
      by_cases hk : k = j
      · subst hk
        simp
      · rw [Matrix.one_apply_ne hk, norm_zero]
        positivity) i
  calc ‖green H z i j‖ ≤ 1 / δ * q ^ G.dist i j := h
    _ = q ^ G.dist i j / δ := by ring

/-- Tight-binding form: for nearest-neighbour hopping with at most `D` neighbours per site,
amplitudes of modulus at most `t`, where `t ≥ 0`, and `|z - H_ii| ≥ δ + D t / q` for some
`0 < q < 1` and `δ > 0`, the Green function on a connected graph obeys
`|G_ij| ≤ q ^ dist(i, j) / δ`. -/
theorem tight_binding_decay {G : SimpleGraph V} [DecidableRel G.Adj] {H : Matrix V V ℂ}
    {z : ℂ} {q δ t : ℝ} {D : ℕ} (hG : G.Connected) (hH : IsHopping G H)
    (hq0 : 0 < q) (hq1 : q < 1) (hδ : 0 < δ) (ht : 0 ≤ t) (hD : ∀ i, G.degree i ≤ D)
    (hhop : ∀ i k, G.Adj i k → ‖H i k‖ ≤ t)
    (hz : ∀ i, δ + D * t / q ≤ ‖z - H i i‖) (i j : V) :
    ‖green H z i j‖ ≤ q ^ G.dist i j / δ := by
  refine (green_decay hG hH hq0 hq1 hδ fun i => le_trans ?_ (hz i)).2 i j
  have hR : discRadius H i ≤ D * t := by
    have hsub : ∑ k ∈ G.neighborFinset i, ‖H i k‖ = discRadius H i := by
      refine Finset.sum_subset (fun k hk => ?_) (fun k hk hn => ?_)
      · rw [SimpleGraph.mem_neighborFinset] at hk
        exact Finset.mem_erase.2 ⟨hk.ne', mem_univ k⟩
      · rw [SimpleGraph.mem_neighborFinset] at hn
        rw [hH i k (Finset.ne_of_mem_erase hk).symm hn, norm_zero]
    rw [← hsub]
    calc ∑ k ∈ G.neighborFinset i, ‖H i k‖ ≤ ∑ _k ∈ G.neighborFinset i, t :=
          Finset.sum_le_sum fun k hk => hhop i k ((G.mem_neighborFinset i k).1 hk)
      _ = (G.degree i : ℝ) * t := by
          rw [Finset.sum_const, nsmul_eq_mul, SimpleGraph.card_neighborFinset_eq_degree]
      _ ≤ D * t := mul_le_mul_of_nonneg_right (by exact_mod_cast hD i) ht
  gcongr

/-- If the enlarged disc condition holds with and without the on-site potential `v`, for
`0 < q < 1`, `δ > 0` and nearest-neighbour hopping on a connected graph, then `v` changes `G_ij` by
at most the sum over sites `k` of `|v_k| q ^ (dist(i, k) + dist(k, j)) / δ ^ 2`. -/
theorem onsite_perturbation {G : SimpleGraph V} {H : Matrix V V ℂ} {z : ℂ} {q δ : ℝ}
    (hG : G.Connected) (hH : IsHopping G H) (hq0 : 0 < q) (hq1 : q < 1) (hδ : 0 < δ)
    (hz : ∀ i, δ + discRadius H i / q ≤ ‖z - H i i‖) (v : V → ℂ)
    (hv : ∀ i, δ + discRadius H i / q ≤ ‖z - (H i i + v i)‖) (i j : V) :
    ‖green (H + diagonal v) z i j - green H z i j‖
      ≤ ∑ k, ‖v k‖ * q ^ (G.dist i k + G.dist k j) / δ ^ 2 := by
  have hoff : ∀ a b, a ≠ b → (H + diagonal v) a b = H a b := fun a b hab => by
    rw [Matrix.add_apply, Matrix.diagonal_apply_ne _ hab, add_zero]
  have hR : ∀ a, discRadius (H + diagonal v) a = discRadius H a := fun a =>
    Finset.sum_congr rfl fun b hb => by rw [hoff a b (Finset.ne_of_mem_erase hb).symm]
  obtain ⟨hu, hg⟩ := green_decay hG hH hq0 hq1 hδ hz
  obtain ⟨hu', hg'⟩ := green_decay (H := H + diagonal v) (z := z) hG
    (fun a b hab hn => (hoff a b hab).trans (hH a b hab hn)) hq0 hq1 hδ
    (fun a => by
      rw [hR, Matrix.add_apply, Matrix.diagonal_apply_eq]
      exact hv a)
  -- the resolvent identity
  have key : ∀ A B X Y : Matrix V V ℂ, A * X = 1 → Y * B = 1 → Y - X = Y * (A - B) * X := by
    intro A B X Y h1 h2
    rw [mul_sub, sub_mul, h2, one_mul, mul_assoc, h1, mul_one]
  have hres := key _ _ (green H z) (green (H + diagonal v) z)
    (Matrix.mul_nonsing_inv _ ((Matrix.isUnit_iff_isUnit_det _).1 hu))
    (Matrix.nonsing_inv_mul _ ((Matrix.isUnit_iff_isUnit_det _).1 hu'))
  rw [sub_sub_sub_cancel_left, add_sub_cancel_left] at hres
  rw [← Matrix.sub_apply, hres, Matrix.mul_apply]
  refine (norm_sum_le _ _).trans (Finset.sum_le_sum fun k _ => ?_)
  rw [Matrix.mul_diagonal, norm_mul, norm_mul]
  calc ‖green (H + diagonal v) z i k‖ * ‖v k‖ * ‖green H z k j‖
      ≤ q ^ G.dist i k / δ * ‖v k‖ * (q ^ G.dist k j / δ) := by
        gcongr
        · exact hg' i k
        · exact hg k j
    _ = ‖v k‖ * q ^ (G.dist i k + G.dist k j) / δ ^ 2 := by
        rw [pow_add]
        ring

/-- Two sites with one-way hopping `h` from site 0 to site 1 and on-site energies `0` and
`-h / q`, for `q ≠ 0`. -/
def oneWayDimer (q h : ℝ) : Matrix (Fin 2) (Fin 2) ℂ :=
  !![0, 0; (h : ℂ), -((h / q : ℝ) : ℂ)]

/-- For positive `q`, `δ`, `h` the one-way dimer at `z = δ` meets the enlarged disc condition
with equality, and its Green function from site 0 to site 1 is `(q / δ) h / (h + q δ)`. -/
theorem oneWayDimer_green {q δ h : ℝ} (hq : 0 < q) (hδ : 0 < δ) (hh : 0 < h) :
    (∀ i, ‖(δ : ℂ) - oneWayDimer q h i i‖ = δ + discRadius (oneWayDimer q h) i / q) ∧
      green (oneWayDimer q h) δ 1 0 = ((q / δ * (h / (h + q * δ)) : ℝ) : ℂ) := by
  constructor
  · have e0 : (univ : Finset (Fin 2)).erase 0 = {1} := by decide
    have e1 : (univ : Finset (Fin 2)).erase 1 = {0} := by decide
    have r0 : discRadius (oneWayDimer q h) 0 = 0 := by
      simp [discRadius, e0, oneWayDimer]
    have r1 : discRadius (oneWayDimer q h) 1 = h := by
      simp [discRadius, e1, oneWayDimer, abs_of_pos hh]
    rw [Fin.forall_fin_two, r0, r1]
    constructor
    · simp [oneWayDimer, abs_of_pos hδ]
    · have hn : ‖(δ : ℂ) - -((h / q : ℝ) : ℂ)‖ = δ + h / q := by
        rw [sub_neg_eq_add, ← Complex.ofReal_add, Complex.norm_real,
          Real.norm_of_nonneg (by positivity)]
      exact hn
  · have hA : (δ : ℂ) • (1 : Matrix (Fin 2) (Fin 2) ℂ) - oneWayDimer q h
        = !![(δ : ℂ), 0; -(h : ℂ), (δ : ℂ) + (h : ℂ) / (q : ℂ)] := by
      ext i j
      fin_cases i <;> fin_cases j <;> simp [oneWayDimer]
    have hr : q / δ * (h / (h + q * δ)) = h / (δ * (δ + h / q)) := by
      have hs : δ + h / q = (h + q * δ) / q := by
        rw [add_div, mul_div_cancel_left₀ _ hq.ne', add_comm]
      rw [hs]
      field_simp
    rw [hr, green, hA, Matrix.inv_def, Matrix.det_fin_two_of, Matrix.adjugate_fin_two_of,
      Ring.inverse_eq_inv']
    change ((δ : ℂ) * ((δ : ℂ) + (h : ℂ) / (q : ℂ)) - 0 * -(h : ℂ))⁻¹ * (-(-(h : ℂ))) = _
    push_cast
    rw [zero_mul, sub_zero, neg_neg, div_eq_mul_inv (h : ℂ) ((δ : ℂ) * _), mul_comm]

/-- For positive `q` and `δ`, the Green function between the two sites of the one-way dimer
at `z = δ` tends in modulus to `q / δ` as the hopping grows. -/
theorem decay_bound_sharp {q δ : ℝ} (hq : 0 < q) (hδ : 0 < δ) :
    Tendsto (fun h : ℝ => ‖green (oneWayDimer q h) δ 1 0‖) atTop (𝓝 (q / δ)) := by
  have h0 : Tendsto (fun h : ℝ => q * δ / (h + q * δ)) atTop (𝓝 0) :=
    tendsto_const_nhds.div_atTop (tendsto_atTop_add_const_right _ _ tendsto_id)
  have h1 : Tendsto (fun h : ℝ => q / δ * (1 - q * δ / (h + q * δ))) atTop (𝓝 (q / δ)) := by
    simpa using (h0.const_sub 1).const_mul (q / δ)
  refine h1.congr' ?_
  filter_upwards [eventually_gt_atTop (0 : ℝ)] with h hh
  have hne : h + q * δ ≠ 0 := by positivity
  rw [(oneWayDimer_green hq hδ hh).2, Complex.norm_real, Real.norm_of_nonneg (by positivity),
    one_sub_div hne, add_sub_cancel_right]

end

end WeightedDiscDecay
```

```lean
#print axioms WeightedDiscDecay.green_decay
#print axioms WeightedDiscDecay.tight_binding_decay
#print axioms WeightedDiscDecay.onsite_perturbation
#print axioms WeightedDiscDecay.decay_bound_sharp
```

```
'WeightedDiscDecay.green_decay' depends on axioms: [propext, Classical.choice, Quot.sound]
'WeightedDiscDecay.tight_binding_decay' depends on axioms: [propext, Classical.choice, Quot.sound]
'WeightedDiscDecay.onsite_perturbation' depends on axioms: [propext, Classical.choice, Quot.sound]
'WeightedDiscDecay.decay_bound_sharp' depends on axioms: [propext, Classical.choice, Quot.sound]
```

## From the lemmas to the theorem

`weighted_bound` is the maximum argument: `Finite.exists_max` selects m, `row` is the equation there, and `linarith` performs the subtraction. `weighted_disc` treats neighbours with the triangle inequality for distance; for other sites the matrix entry vanishes. `localized_response` combines the two.

`green_decay` applies this to the difference of two vectors with the same image, which gives injectivity and hence invertibility, and then to a column of the inverse.

`tight_binding_decay` rewrites R_i as a sum over neighbours. In `onsite_perturbation`, `key` is the resolvent identity, and each Green function is bounded by `green_decay`. `oneWayDimer_green` inverts the two-by-two matrix explicitly; `decay_bound_sharp` takes the limit by writing h/(h + qδ) as 1 − qδ/(h + qδ).
